# The Flow-Regularized GW Kernel Is Bounded by $\sqrt{2s}$ for All Real Energy Denominators

Let $a$ and $b$ be real energy denominators, and let the kernel $f$ obey

$$f'(s) = (a+b)\,e^{-a^2 s}\,e^{-b^2 s}, \qquad f(0) = 0 .$$

If $a$ and $b$ are not both zero, the unique solution is

$$f(s) = \frac{(a+b)\left(1-e^{-(a^2+b^2)s}\right)}{a^2+b^2},$$

and it tends to $(a+b)/(a^2+b^2)$ as $s\to\infty$. For $a=b\neq 0$ this limit is $1/a$. For all real $a$, $b$ and all $s\ge 0$, including $a=b=0$,

$$|f(s)| \le \sqrt{2s}.$$

The equation comes from a renormalization-group flow that removes the coupling between quasiparticles and excitations step by step. The flow parameter $s$ has the dimension of an inverse energy squared. To lowest order, a coupling with denominator $a$ decays as $e^{-a^2 s}$, and a product of two couplings carries two such factors. What is removed from the couplings builds up in the correlation part of a static self-energy, which is zero at the Hartree-Fock start $s=0$. Exchange is already contained in the Fock matrix, and "static self-energy" below means the correlation part alone.

In quasiparticle self-consistent GW calculations, an excitation with a nearly vanishing denominator, called an intruder, can make the static self-energy very large. For this lowest-order flow with fixed initial couplings and finitely many excitations, the bound caps each matrix element at a given finite $s$, however small the denominators are. The cap depends on $s$ and on the couplings.

## Solving the flow and bounding the kernel

Write $r=a^2+b^2$, and replace the prefactor $a+b$ by a general real constant $c$ for the moment. The two exponentials combine, so the equation reads $f'(s)=c\,e^{-rs}$.

**Uniqueness.** If $f$ and $g$ both solve the equation with $f(0)=g(0)=0$, then $(f-g)'=0$. Hence $f-g$ is constant, and its value at $s=0$ is zero.

**Existence.** If $a$ and $b$ are not both zero, then $r>0$, and

$$\frac{d}{ds}\,\frac{c\,(1-e^{-rs})}{r} = \frac{c\,r\,e^{-rs}}{r} = c\,e^{-rs}.$$

The function vanishes at $s=0$, so it is the solution.

**Limit.** Since $r>0$, $e^{-rs}\to 0$ and $f(s)\to c/r$. With $c=a+b$ and $a=b\ne0$ the limit is $2a/(2a^2)=1/a$.

**Bound.** Now let $c=a+b$ and $s\ge 0$. If $a=b=0$, then $f'=0$ and $f=0$, so the bound holds. Otherwise put $y=e^{-rs}$. Then $0<y\le 1$, and the inequality $1-rs\le e^{-rs}$ gives $1-y\le rs$. Therefore

$$(1-y)^2 = (1-y) - y(1-y) \le 1-y \le rs .$$

The prefactor satisfies $(a+b)^2 = 2r-(a-b)^2\le 2r$. Together,

$$f(s)^2 = \frac{(a+b)^2(1-y)^2}{r^2} \le \frac{2r\cdot rs}{r^2} = 2s .$$

**The order $\sqrt s$ is reached.** Take $a=b$ with $a\sqrt s=1$. Then $a^2s=1$ and $rs=2$, so

$$f(s)=\frac{2a\,(1-e^{-2})}{2a^2} = \frac{1-e^{-2}}{a} = (1-e^{-2})\sqrt s\approx 0.865\,\sqrt s .$$

No bound of smaller order in $s$ can therefore hold for all denominators. The constant $\sqrt2$ is not claimed to be the best one.

**A bound for large denominators.** The same argument, with $(1-y)^2\le 1$ in place of $(1-y)^2\le rs$, gives

$$|f(s)|\le\sqrt{\frac{2}{a^2+b^2}}\qquad (s\ge0,\ a,b\text{ not both zero}).$$

This companion estimate, which has no Lean version below, is the stronger of the two when $(a^2+b^2)s>1$. The crossover lies at the energy scale $1/\sqrt s$.

## From one kernel to a self-energy matrix

Let $p$ and $q$ label orbitals and let $m$ run over finitely many excitations, with denominators $\Delta_{pm}$ and real couplings whose values at $s=0$ are $W_{pm}$. In GW, each $m$ stands for a pair of an orbital $k$ and a neutral excitation of energy $\Omega_\nu>0$. With orbital energies $\varepsilon$, the denominator $\Delta_{pm}$ is $\varepsilon_p-\varepsilon_k+\Omega_\nu$ for occupied $k$ and $\varepsilon_p-\varepsilon_k-\Omega_\nu$ for empty $k$. The static self-energy $S(s)$ starts at $S(0)=0$ and obeys

$$S_{pq}'(s)=\sum_m W_{pm}W_{qm}\,(\Delta_{pm}+\Delta_{qm})\,e^{-\Delta_{pm}^2s}\,e^{-\Delta_{qm}^2s}.$$

Let $g_m$ be the kernel with $a=\Delta_{pm}$ and $b=\Delta_{qm}$. The sum $\sum_m W_{pm}W_{qm}\,g_m(s)$ has the same derivative as $S_{pq}$ and the same value at $s=0$, so the two agree. The triangle inequality and the kernel bound then give, for $s\ge 0$,

$$|S_{pq}(s)|\le \sum_m |W_{pm}W_{qm}|\,|g_m(s)| \le \sqrt{2s}\sum_m|W_{pm}W_{qm}| .$$

The denominators no longer appear on the right. For $p=q$ the two denominators coincide, and each kernel with $\Delta_{pm}\neq0$ tends to the familiar $1/\Delta_{pm}$.

## The two flows as Lean predicates

```lean
import Mathlib

open Filter Topology

namespace SRGSelfEnergy
```

The scalar flow is a condition on a function $f:\mathbb R\to\mathbb R$.

```lean
/-- The flow equation `f' = c exp(-a² s) exp(-b² s)` with `f 0 = 0` (Hartree-Fock start), for
energy denominators `a`, `b` and coupling `c`; the GW kernel has `c = a + b`. -/
def IsSRGFlow (c a b : ℝ) (f : ℝ → ℝ) : Prop :=
  f 0 = 0 ∧ ∀ s, HasDerivAt f (c * Real.exp (-a ^ 2 * s) * Real.exp (-b ^ 2 * s)) s
```

`IsSRGFlow c a b f` says that $f(0)=0$ and that $f$ has the prescribed derivative at every real $s$. Negative $s$ is included, although the physical flow runs over $s\ge0$. The expression `-a ^ 2` means $-(a^2)$, so the exponentials decay for positive $s$.

The prefactor `c` is a separate argument, and the GW kernel is the case `c = a + b`. The docstring calls `c` a coupling, but it is not one of the couplings $W_{pm}$. This generality gives the condition that $a$ and $b$ are not both zero real content. At $a=b=0$ the solution is $cs$, whereas Lean's convention that division by zero gives zero would turn the closed form into $0$. The two agree only for $c=0$, which is what the GW choice happens to supply.

```lean
/-- The flow of a static self-energy matrix `S` that vanishes at `s = 0`, with couplings `W p m`
and energy denominators `Δ p m` of orbital `p` and excitation `m`. -/
def IsSelfEnergyFlow {ι κ : Type*} [Fintype κ] (W Δ : ι → κ → ℝ)
    (S : ℝ → Matrix ι ι ℝ) : Prop :=
  ∀ p q, S 0 p q = 0 ∧ ∀ s, HasDerivAt (fun t => S t p q)
    (∑ m, W p m * W q m * ((Δ p m + Δ q m) * Real.exp (-(Δ p m) ^ 2 * s)
      * Real.exp (-(Δ q m) ^ 2 * s))) s
```

In `IsSelfEnergyFlow`, the type `ι` labels orbitals and the finite type `κ` labels excitations. `W p m` and `Δ p m` are the real couplings and denominators, and `S t p q` is a matrix element at flow parameter $t$. Every element must vanish at zero and have the derivative written above.

The predicate takes the lowest-order flow as given and does not derive it from a many-body Hamiltonian. The numbers `W p m` are the couplings at $s=0$, and the exponentials carry their decay along the flow. The denominators do not depend on $s$. The self-consistency cycle, in which initial couplings and denominators are recomputed from new orbitals and energies, is not modelled, and neither is the frequency-dependent part of the self-energy.

## Uniqueness and the closed form

```lean
/-- Two flows with the same starting value and the same derivative coincide. -/
theorem eq_of_same_deriv {f g f' : ℝ → ℝ} (h0 : f 0 = g 0)
    (hf : ∀ s, HasDerivAt f (f' s) s) (hg : ∀ s, HasDerivAt g (f' s) s) : f = g := by
  funext s
  have hd : ∀ t, HasDerivAt (fun x => f x - g x) 0 t := fun t =>
    ((hf t).fun_sub (hg t)).congr_deriv (sub_self _)
  have hc : f s - g s = f 0 - g 0 :=
    is_const_of_deriv_eq_zero (fun t => (hd t).differentiableAt) (fun t => (hd t).deriv) s 0
  linarith
```

This lemma is the uniqueness step. The difference of the two functions has derivative zero everywhere, `is_const_of_deriv_eq_zero` makes it constant, and the common starting value finishes the proof. It is stated for an arbitrary derivative `f'`, so it serves both the scalar kernel and the matrix elements.

```lean
/-- For denominators not both zero, the closed form
`c (1 - exp(-(a² + b²) s)) / (a² + b²)` solves the flow equation. -/
theorem closed_form_flow {a b : ℝ} (c : ℝ) (h : a ≠ 0 ∨ b ≠ 0) :
    IsSRGFlow c a b
      (fun s => c * (1 - Real.exp (-(a ^ 2 + b ^ 2) * s)) / (a ^ 2 + b ^ 2)) := by
  have hr : a ^ 2 + b ^ 2 ≠ 0 := by rcases h with h | h <;> positivity
  refine ⟨by simp, fun s => ?_⟩
  have h1 : HasDerivAt (fun t : ℝ => -(a ^ 2 + b ^ 2) * t) (-(a ^ 2 + b ^ 2)) s :=
    ((hasDerivAt_id' s).const_mul _).congr_deriv (mul_one _)
  refine (((h1.exp.const_sub 1).const_mul c).div_const (a ^ 2 + b ^ 2)).congr_deriv ?_
  -- the two damping factors combine into one exponential
  have he : Real.exp (-(a ^ 2 + b ^ 2) * s)
      = Real.exp (-a ^ 2 * s) * Real.exp (-b ^ 2 * s) := by
    rw [← Real.exp_add]
    congr 1
    ring
  show c * -(Real.exp (-(a ^ 2 + b ^ 2) * s) * -(a ^ 2 + b ^ 2)) / (a ^ 2 + b ^ 2) = _
  rw [he, div_eq_iff hr]
  ring
```

`closed_form_flow` gives existence. The hypothesis `a ≠ 0 ∨ b ≠ 0` yields $r\neq0$. The derivative is assembled from the inside out: first the linear exponent, then the exponential, then the subtraction from $1$, the factor $c$ and the division by $r$. The step `he` splits $e^{-rs}$ into the two damping factors of the flow equation, after which the factors of $r$ cancel.

```lean
/-- For denominators not both zero, a function solves the flow equation exactly when it is
`c (1 - exp(-(a² + b²) s)) / (a² + b²)`. -/
theorem flow_iff {a b c : ℝ} {f : ℝ → ℝ} (h : a ≠ 0 ∨ b ≠ 0) :
    IsSRGFlow c a b f ↔
      ∀ s, f s = c * (1 - Real.exp (-(a ^ 2 + b ^ 2) * s)) / (a ^ 2 + b ^ 2) := by
  have hk := closed_form_flow c h
  constructor
  · intro hf s
    exact congrFun (eq_of_same_deriv (hf.1.trans hk.1.symm) hf.2 hk.2) s
  · intro hf
    rw [funext hf]
    exact hk
```

`flow_iff` joins the two results into an equivalence: for denominators not both zero, a function solves the flow exactly when it equals the closed form at every $s$. One direction is uniqueness, the other is existence.

## The limit of long flow

```lean
/-- For denominators not both zero, the flow converges to `c / (a² + b²)` as `s → ∞`. -/
theorem flow_tendsto {a b c : ℝ} {f : ℝ → ℝ} (h : a ≠ 0 ∨ b ≠ 0)
    (hf : IsSRGFlow c a b f) : Tendsto f atTop (𝓝 (c / (a ^ 2 + b ^ 2))) := by
  have hr : 0 < a ^ 2 + b ^ 2 := by rcases h with h | h <;> positivity
  have h1 : Tendsto (fun s : ℝ => Real.exp (-(a ^ 2 + b ^ 2) * s)) atTop (𝓝 0) :=
    Real.tendsto_exp_atBot.comp (tendsto_id.const_mul_atTop_of_neg (neg_lt_zero.mpr hr))
  have h2 := ((h1.const_sub 1).const_mul c).div_const (a ^ 2 + b ^ 2)
  rw [funext ((flow_iff h).1 hf)]
  simpa only [sub_zero, mul_one] using h2
```

For any solution `f`, `flow_tendsto` states that $f(s)\to c/(a^2+b^2)$. The exponent tends to $-\infty$ because $r>0$, so the exponential tends to zero. The remaining operations carry this limit through to the closed form.

```lean
/-- For equal nonzero denominators `a`, the GW kernel converges to the inverse of `a`. -/
theorem diagonal_tendsto {a : ℝ} {f : ℝ → ℝ} (ha : a ≠ 0)
    (hf : IsSRGFlow (a + a) a a f) : ∃ L, a * L = 1 ∧ Tendsto f atTop (𝓝 L) := by
  refine ⟨(a + a) / (a ^ 2 + a ^ 2), ?_, flow_tendsto (Or.inl ha) hf⟩
  have hr : a ^ 2 + a ^ 2 ≠ 0 := by positivity
  rw [← mul_div_assoc, div_eq_iff hr]
  ring
```

`diagonal_tendsto` treats equal denominators. It states that there is a number $L$ with $aL=1$ to which the kernel converges, so $L$ is identified as the inverse of $a$ by its defining property. The proof takes $L=2a/(2a^2)$ from the previous theorem and checks the product.

The limit grows without bound as $a\to0$, so the fully flowed kernel has the intruder problem again. The protection belongs to finite $s$.

## The bound, uniform in the denominators

```lean
/-- When both denominators vanish, the GW kernel that is zero for all `s` solves the flow. -/
theorem degenerate_flow : IsSRGFlow (0 + 0) 0 0 (fun _ => 0) :=
  ⟨rfl, fun t => (hasDerivAt_const t (0 : ℝ)).congr_deriv (by simp)⟩
```

With both denominators zero, the GW prefactor is `0 + 0` and the zero function solves the flow. This settles the one case that the closed form leaves out.

```lean
/-- At flow parameter `s ≥ 0` the GW kernel is at most `√(2s)` in absolute value, for all real
energy denominators. -/
theorem kernel_bound {a b s : ℝ} {f : ℝ → ℝ} (hs : 0 ≤ s)
    (hf : IsSRGFlow (a + b) a b f) : |f s| ≤ Real.sqrt (2 * s) := by
  apply Real.abs_le_sqrt
  by_cases h : a = 0 ∧ b = 0
  · obtain ⟨rfl, rfl⟩ := h
    have h0 : f s = 0 := congrFun
      (eq_of_same_deriv (hf.1.trans degenerate_flow.1.symm) hf.2 degenerate_flow.2) s
    rw [h0]
    linarith
  · have h' : a ≠ 0 ∨ b ≠ 0 := not_and_or.mp h
    have hr : 0 < a ^ 2 + b ^ 2 := by rcases h' with h' | h' <;> positivity
    rw [(flow_iff h').1 hf s]
    have e0 := Real.exp_pos (-(a ^ 2 + b ^ 2) * s)
    have e1 : Real.exp (-(a ^ 2 + b ^ 2) * s) ≤ 1 :=
      Real.exp_le_one_iff.mpr (by nlinarith [mul_nonneg hr.le hs])
    have e2 := Real.add_one_le_exp (-(a ^ 2 + b ^ 2) * s)
    -- the square of one minus the exponential is at most `(a² + b²) s`
    have h1 : (1 - Real.exp (-(a ^ 2 + b ^ 2) * s)) ^ 2 ≤ (a ^ 2 + b ^ 2) * s := by
      nlinarith [mul_nonneg e0.le (sub_nonneg.mpr e1)]
    have h2 : (a + b) ^ 2 ≤ 2 * (a ^ 2 + b ^ 2) := by nlinarith [sq_nonneg (a - b)]
    rw [div_pow, div_le_iff₀ (by positivity), mul_pow]
    calc (a + b) ^ 2 * (1 - Real.exp (-(a ^ 2 + b ^ 2) * s)) ^ 2
        ≤ (2 * (a ^ 2 + b ^ 2)) * ((a ^ 2 + b ^ 2) * s) :=
          mul_le_mul h2 h1 (sq_nonneg _) (by positivity)
      _ = 2 * s * (a ^ 2 + b ^ 2) ^ 2 := by ring
```

`kernel_bound` assumes only $s\ge0$ and that `f` solves the GW flow, with no condition on $a$ and $b$. `Real.abs_le_sqrt` reduces the claim to $f(s)^2\le 2s$. If both denominators vanish, uniqueness identifies `f` with the zero solution.

Otherwise `flow_iff` inserts the closed form. The facts `e0`, `e1` and `e2` are $0<y$, $y\le1$ and $1-rs\le y$. From them, `h1` obtains $(1-y)^2\le rs$ by way of the non-negative product $y(1-y)$, as in the derivation above. The inequality `h2` is $(a+b)^2\le2r$, which follows from $(a-b)^2\ge0$. The final `calc` block multiplies the two estimates after the denominator $r^2$ has been cleared.

```lean
/-- For equal denominators `a` with `a √s = 1`, the GW kernel at `s` equals
`(1 - exp(-2)) √s`. -/
theorem kernel_bound_order {a s : ℝ} {f : ℝ → ℝ} (h : a * Real.sqrt s = 1)
    (hf : IsSRGFlow (a + a) a a f) : f s = (1 - Real.exp (-2)) * Real.sqrt s := by
  have ha : a ≠ 0 := by
    rintro rfl
    simp at h
  have hs : 0 ≤ s := by
    by_contra hn
    rw [Real.sqrt_eq_zero_of_nonpos (not_le.mp hn).le] at h
    simp at h
  have h2 : a ^ 2 * s = 1 := by
    calc a ^ 2 * s = (a * Real.sqrt s) ^ 2 := by rw [mul_pow, Real.sq_sqrt hs]
      _ = 1 := by rw [h, one_pow]
  have hr : a ^ 2 + a ^ 2 ≠ 0 := by positivity
  have hx : -(a ^ 2 + a ^ 2) * s = -2 := by linear_combination -2 * h2
  rw [(flow_iff (Or.inl ha)).1 hf s, hx, div_eq_iff hr]
  linear_combination -(2 * a * (1 - Real.exp (-2))) * h
```

`kernel_bound_order` evaluates the kernel at $a\sqrt s=1$. This condition forces $a\neq0$ and $s>0$. The proof derives $a^2s=1$, replaces the exponent by $-2$ and simplifies the closed form to $(1-e^{-2})\sqrt s$.

## A denominator-free bound on self-energy elements

The last theorem carries the scalar bound over to each matrix element.

```lean
/-- Each element of the static self-energy at `s ≥ 0` is bounded by `√(2s)` times the sum of the
absolute coupling products, for all real energy denominators. -/
theorem selfEnergy_bound {ι κ : Type*} [Fintype κ] {W Δ : ι → κ → ℝ}
    {S : ℝ → Matrix ι ι ℝ} (hS : IsSelfEnergyFlow W Δ S) {s : ℝ} (hs : 0 ≤ s) (p q : ι) :
    |S s p q| ≤ Real.sqrt (2 * s) * ∑ m, |W p m * W q m| := by
  have hex : ∀ m, ∃ g, IsSRGFlow (Δ p m + Δ q m) (Δ p m) (Δ q m) g := by
    intro m
    by_cases h : Δ p m = 0 ∧ Δ q m = 0
    · rw [h.1, h.2]
      exact ⟨_, degenerate_flow⟩
    · exact ⟨_, closed_form_flow _ (not_and_or.mp h)⟩
  choose g hg using hex
  -- the matrix element is the coupling-weighted sum of scalar kernels
  have h0 : S 0 p q = ∑ m, W p m * W q m * g m 0 := by
    rw [(hS p q).1, Finset.sum_eq_zero]
    intro m _
    rw [(hg m).1, mul_zero]
  have hE : S s p q = ∑ m, W p m * W q m * g m s :=
    congrFun (eq_of_same_deriv (f := fun t => S t p q)
      (g := fun t => ∑ m, W p m * W q m * g m t) h0 (hS p q).2
      (fun t => HasDerivAt.fun_sum (fun m _ => ((hg m).2 t).const_mul _))) s
  rw [hE, Finset.mul_sum]
  refine (Finset.abs_sum_le_sum_abs _ _).trans (Finset.sum_le_sum fun m _ => ?_)
  show |W p m * W q m * g m s| ≤ Real.sqrt (2 * s) * |W p m * W q m|
  rw [abs_mul (W p m * W q m) (g m s)]
  have hb := mul_le_mul_of_nonneg_left (kernel_bound hs (hg m)) (abs_nonneg (W p m * W q m))
  linarith

end SRGSelfEnergy
```

The statement holds for any `S` that satisfies the matrix flow, any pair of orbitals and any $s\ge0$. In the proof, `hex` supplies a scalar kernel for each excitation, from `degenerate_flow` if both denominators vanish and from `closed_form_flow` otherwise, and `choose` collects these kernels into the family `g`. The steps `h0` and `hE` show that the matrix element and the weighted sum of kernels agree at zero and then at $s$. The triangle inequality and `kernel_bound`, applied term by term, complete the estimate.

The result limits individual elements, and its right-hand side still depends on the couplings. It therefore excludes a divergence caused by small denominators at fixed couplings and fixed finite $s$, but it does not establish that a self-consistency cycle converges. A larger $s$ brings every kernel with $a+b\neq0$ closer to its limit and also loosens the bound, so the choice of $s$ balances the two.

```lean
#print axioms SRGSelfEnergy.diagonal_tendsto
#print axioms SRGSelfEnergy.kernel_bound
#print axioms SRGSelfEnergy.kernel_bound_order
#print axioms SRGSelfEnergy.selfEnergy_bound
```

```
'SRGSelfEnergy.diagonal_tendsto' depends on axioms: [propext, Classical.choice, Quot.sound]
'SRGSelfEnergy.kernel_bound' depends on axioms: [propext, Classical.choice, Quot.sound]
'SRGSelfEnergy.kernel_bound_order' depends on axioms: [propext, Classical.choice, Quot.sound]
'SRGSelfEnergy.selfEnergy_bound' depends on axioms: [propext, Classical.choice, Quot.sound]
```
